# Reduction modulo m ≥ 3 is injective on finite subgroups of GL(n, ℤ)

In a primitive lattice basis, a point-group operation is an $n\times n$ integer matrix $M$ acting on lattice coordinates, and $M$ *agrees with the identity modulo $m$* when every entry of $M-I$ is divisible by $m$. Such an $M$ has finite order when $M^k=I$ for some integer $k\ge 1$, and a point group is here any finite subgroup of $GL(n,\mathbb Z)$, the group of integer matrices whose inverse is also an integer matrix.

```lean
import Mathlib

open Matrix

namespace PointGroupReduction

variable {n : Type*} [Fintype n] [DecidableEq n]

/-- The entries of all powers of a lattice operation of finite order share a common bound. -/
theorem powers_bounded (M : Matrix n n ℤ) {k : ℕ} (hk : 0 < k) (hM : M ^ k = 1) :
    ∃ C : ℤ, ∀ (i : ℕ) (a b : n), |(M ^ i) a b| ≤ C := by
  refine ⟨∑ r ∈ Finset.range k, ∑ a, ∑ b, |(M ^ r) a b|, fun i a b => ?_⟩
  -- only the exponent modulo k matters
  have hmod : M ^ i = M ^ (i % k) := by
    calc M ^ i = M ^ (i % k + k * (i / k)) := by rw [Nat.mod_add_div]
      _ = M ^ (i % k) := by rw [pow_add, pow_mul, hM, one_pow, mul_one]
  rw [hmod]
  calc |(M ^ (i % k)) a b| ≤ ∑ b', |(M ^ (i % k)) a b'| :=
        Finset.single_le_sum (f := fun b' => |(M ^ (i % k)) a b'|)
          (fun _ _ => abs_nonneg _) (Finset.mem_univ b)
    _ ≤ ∑ a', ∑ b', |(M ^ (i % k)) a' b'| :=
        Finset.single_le_sum (f := fun a' => ∑ b', |(M ^ (i % k)) a' b'|)
          (fun _ _ => Finset.sum_nonneg fun _ _ => abs_nonneg _) (Finset.mem_univ a)
    _ ≤ ∑ r ∈ Finset.range k, ∑ a', ∑ b', |(M ^ r) a' b'| :=
        Finset.single_le_sum (f := fun r => ∑ a', ∑ b', |(M ^ r) a' b'|)
          (fun _ _ => Finset.sum_nonneg fun _ _ => Finset.sum_nonneg fun _ _ => abs_nonneg _)
          (Finset.mem_range.2 (Nat.mod_lt _ hk))

/-- If the powers of `M` have entries bounded by `C`, the entries of `(M - 1) ^ j * M ^ i`
are bounded by `2 ^ j * C`. -/
theorem deviation_growth (M : Matrix n n ℤ) (C : ℤ)
    (hC : ∀ (i : ℕ) (a b : n), |(M ^ i) a b| ≤ C) (j : ℕ) :
    ∀ (i : ℕ) (a b : n), |((M - 1) ^ j * M ^ i) a b| ≤ 2 ^ j * C := by
  induction j with
  | zero => intro i a b; simpa using hC i a b
  | succ j ih =>
    intro i a b
    have e : (M - 1) ^ (j + 1) * M ^ i = (M - 1) ^ j * M ^ (i + 1) - (M - 1) ^ j * M ^ i := by
      rw [pow_succ, pow_succ' M i, mul_assoc, sub_mul, one_mul, mul_sub]
    have h1 := ih (i + 1) a b
    have h2 := ih i a b
    have e2 : (2 : ℤ) ^ (j + 1) * C = 2 * (2 ^ j * C) := by ring
    rw [e, Matrix.sub_apply, e2]
    rw [abs_le] at h1 h2 ⊢
    constructor <;> linarith [h1.1, h1.2, h2.1, h2.2]

/-- If a lattice operation of finite order agrees with the identity modulo `m ≥ 3`, some power
of its deviation from the identity vanishes. -/
theorem deviation_nilpotent (M : Matrix n n ℤ) {k m : ℕ} (hk : 0 < k) (hM : M ^ k = 1)
    (hm : 3 ≤ m) (hdiv : ∀ a b, (m : ℤ) ∣ (M - 1) a b) : ∃ j : ℕ, (M - 1) ^ j = 0 := by
  obtain ⟨C, hC⟩ := powers_bounded M hk hM
  choose N hN using hdiv
  have e : M - 1 = (m : ℤ) • Matrix.of N := by
    ext a b
    rw [hN, Matrix.smul_apply, smul_eq_mul, Matrix.of_apply]
  -- choose j so large that 3 ^ j beats the bound 2 ^ j * C
  obtain ⟨j, hj⟩ := pow_unbounded_of_one_lt (C : ℚ) (by norm_num : (1 : ℚ) < 3 / 2)
  rw [div_pow, lt_div_iff₀ (by positivity)] at hj
  have hj' : C * 2 ^ j < (3 : ℤ) ^ j := by exact_mod_cast hj
  refine ⟨j, ?_⟩
  ext a b
  have hb := deviation_growth M C hC j 0 a b
  rw [pow_zero, mul_one, e, smul_pow, Matrix.smul_apply, smul_eq_mul] at hb
  rw [e, smul_pow, Matrix.smul_apply, smul_eq_mul]
  by_contra hne
  have hx : (Matrix.of N ^ j) a b ≠ 0 := fun h0 => hne (by simp [h0])
  -- a nonzero integer has absolute value at least one
  have h1 : 1 ≤ |(Matrix.of N ^ j) a b| := Int.one_le_abs hx
  have hpos : (0 : ℤ) ≤ (m : ℤ) ^ j := by positivity
  rw [abs_mul, abs_of_nonneg hpos] at hb
  have h3 : (3 : ℤ) ^ j ≤ (m : ℤ) ^ j :=
    pow_le_pow_left₀ (by norm_num) (by exact_mod_cast hm) j
  have h4 := le_mul_of_one_le_right hpos h1
  linarith

/-- A lattice operation of finite order is the identity if some power of its deviation from the
identity vanishes. -/
theorem eq_one_of_unipotent (M : Matrix n n ℤ) {k : ℕ} (hk : 0 < k) (hM : M ^ k = 1)
    (j : ℕ) (hj : (M - 1) ^ j = 0) : M = 1 := by
  have key : ∀ j : ℕ, (M - 1) ^ (j + 1) = 0 → M - 1 = 0 := by
    intro j
    induction j with
    | zero => intro h; simpa using h
    | succ j ih =>
      intro h
      apply ih
      -- M fixes the last power of the deviation that might survive
      have hfix : M * (M - 1) ^ (j + 1) = (M - 1) ^ (j + 1) := by
        rw [pow_succ' (M - 1) (j + 1), sub_mul, one_mul] at h
        exact sub_eq_zero.1 h
      have hpow : ∀ i : ℕ, M ^ i * (M - 1) ^ (j + 1) = (M - 1) ^ (j + 1) := by
        intro i
        induction i with
        | zero => rw [pow_zero, one_mul]
        | succ i ihi => rw [pow_succ M i, mul_assoc, hfix, ihi]
      -- summing over one period gives k times that power, and also zero
      have hsum : (∑ i ∈ Finset.range k, M ^ i) * (M - 1) ^ (j + 1)
          = k • (M - 1) ^ (j + 1) := by
        rw [Finset.sum_mul, Finset.sum_congr rfl (fun i _ => hpow i), Finset.sum_const,
          Finset.card_range]
      have hzero : (∑ i ∈ Finset.range k, M ^ i) * (M - 1) ^ (j + 1) = 0 := by
        rw [pow_succ' (M - 1) j, ← mul_assoc, geom_sum_mul, hM, sub_self, zero_mul]
      ext a b
      have hab : (k • (M - 1) ^ (j + 1)) a b = 0 := by
        rw [← hsum, hzero, Matrix.zero_apply]
      rw [Matrix.smul_apply, nsmul_eq_mul] at hab
      exact (mul_eq_zero.1 hab).resolve_left (by exact_mod_cast hk.ne')
  exact sub_eq_zero.1 (key j (by rw [pow_succ, hj, zero_mul]))

/-- A lattice operation of finite order that agrees with the identity modulo some `m ≥ 3`
is the identity. -/
theorem eq_one_of_congruent (M : Matrix n n ℤ) {k m : ℕ} (hk : 0 < k) (hM : M ^ k = 1)
    (hm : 3 ≤ m) (hdiv : ∀ a b, (m : ℤ) ∣ (M - 1) a b) : M = 1 := by
  obtain ⟨j, hj⟩ := deviation_nilpotent M hk hM hm hdiv
  exact eq_one_of_unipotent M hk hM j hj

/-- Reduction of the entries of an invertible lattice operation modulo `m`. -/
def reduceMod (n : Type*) [Fintype n] [DecidableEq n] (m : ℕ) : GL n ℤ →* GL n (ZMod m) :=
  Matrix.GeneralLinearGroup.map (Int.castRingHom (ZMod m))

/-- Distinct operations of a finite point group remain distinct modulo every `m ≥ 3`. -/
theorem reduceMod_injective (G : Subgroup (GL n ℤ)) [Finite G] {m : ℕ} (hm : 3 ≤ m) :
    Function.Injective ((reduceMod n m).comp G.subtype) := by
  refine (injective_iff_map_eq_one _).2 fun g hg => ?_
  have hfin : g ^ Nat.card G = 1 := pow_card_eq_one'
  have hM : ((g : GL n ℤ) : Matrix n n ℤ) ^ Nat.card G = 1 := by
    rw [← Units.val_pow_eq_pow_val, ← Subgroup.coe_pow, hfin, Subgroup.coe_one, Units.val_one]
  refine Subtype.ext (Units.ext (eq_one_of_congruent _ Nat.card_pos hM hm fun a b => ?_))
  -- an operation in the kernel agrees with the identity modulo m, entry by entry
  have h : ((((g : GL n ℤ) : Matrix n n ℤ) a b : ℤ) : ZMod m)
      = (1 : Matrix n n (ZMod m)) a b :=
    congrArg (fun x : GL n (ZMod m) => (x : Matrix n n (ZMod m)) a b) hg
  apply (CharP.intCast_eq_zero_iff (ZMod m) m _).1
  rw [Matrix.sub_apply, Int.cast_sub, h]
  by_cases hab : a = b <;> simp [Matrix.one_apply, hab]

/-- The order of a finite point group of a `d`-dimensional lattice divides
`(3 ^ d - 1) (3 ^ d - 3) ⋯ (3 ^ d - 3 ^ (d - 1))`. -/
theorem pointGroup_order_dvd (d : ℕ) (G : Subgroup (GL (Fin d) ℤ)) [Finite G] :
    Nat.card G ∣ ∏ i : Fin d, (3 ^ d - 3 ^ (i : ℕ)) := by
  have hcard : Nat.card (GL (Fin d) (ZMod 3)) = ∏ i : Fin d, (3 ^ d - 3 ^ (i : ℕ)) :=
    (Matrix.card_GL_field (𝔽 := ZMod 3) d).trans (by rw [ZMod.card])
  rw [← hcard]
  exact Subgroup.card_dvd_of_injective _ (reduceMod_injective G (le_refl 3))

/-- In dimension at least one, spatial inversion has square one and agrees with the identity modulo
2, yet differs from the identity. -/
theorem inversion_congruent_mod_two [Nonempty n] :
    (-1 : Matrix n n ℤ) ^ 2 = 1 ∧ (∀ a b, (2 : ℤ) ∣ ((-1 : Matrix n n ℤ) - 1) a b) ∧
      (-1 : Matrix n n ℤ) ≠ 1 := by
  refine ⟨by simp, fun a b => ⟨-((1 : Matrix n n ℤ) a b), ?_⟩, fun h => ?_⟩
  · rw [Matrix.sub_apply, Matrix.neg_apply]
    ring
  · obtain ⟨a⟩ := ‹Nonempty n›
    have h1 := congrFun (congrFun h a) a
    rw [Matrix.neg_apply, Matrix.one_apply_eq] at h1
    omega

end PointGroupReduction
```

```lean
#print axioms PointGroupReduction.reduceMod_injective
#print axioms PointGroupReduction.pointGroup_order_dvd
#print axioms PointGroupReduction.inversion_congruent_mod_two
```

```
'PointGroupReduction.reduceMod_injective' depends on axioms: [propext, Classical.choice, Quot.sound]
'PointGroupReduction.pointGroup_order_dvd' depends on axioms: [propext, Classical.choice, Quot.sound]
'PointGroupReduction.inversion_congruent_mod_two' depends on axioms: [propext, Classical.choice, Quot.sound]
```

## One matrix, one group, one divisibility rule

The central theorem is `eq_one_of_congruent`. It takes an integer matrix `M`, natural numbers `k` and `m` with `0 < k` and `3 ≤ m`, the equation `M ^ k = 1`, and the divisibility of every entry of `M - 1` by `m`. It concludes `M = 1`. In Lean, `1` is the identity matrix, and the rows and columns are labelled by an arbitrary finite type `n`, so the dimension is finite but otherwise free. The modulus need not be prime.

The theorem `reduceMod_injective` transfers this to groups. The map `reduceMod n m` replaces each entry of a matrix in `GL n ℤ` by its residue in `ZMod m`, the integers modulo $m$. It is a group homomorphism, so the residue of a product is the product of the residues. Composing it with `G.subtype`, the inclusion of `G` into `GL n ℤ`, restricts it to `G`. The statement is that for finite `G` and $m\ge 3$ this restricted map is injective: different operations have different residues.

The theorem `pointGroup_order_dvd` takes $m=3$ and dimension $d$, and says that the order of a finite point group divides

$$\prod_{i=0}^{d-1}\left(3^d-3^i\right).$$

This number is 2 for $d=1$, 48 for $d=2$ and 11232 for $d=3$. For $d=0$ the product is empty and equals 1, the order of the only group there is.

Finally, `inversion_congruent_mod_two` shows that the bound $m\ge 3$ is sharp. Spatial inversion $-I$ squares to $I$, and $-I-I=-2I$ has even entries, yet $-I\ne I$. The hypothesis `Nonempty n` excludes dimension zero, where $-I$ and $I$ coincide.

## What the integers say about a crystal

Integer entries express the fact that the operation maps lattice vectors to lattice vectors. Finite order is the other physical input: a symmetry that preserves lengths and fixes a lattice point can only permute the finitely many lattice vectors of each given length, so repeating it must eventually return every basis vector to its place. The file takes finiteness as a hypothesis and contains no metric, so lengths and angles never enter.

Finiteness does real work. The shear

$$\begin{pmatrix}1&3\\0&1\end{pmatrix}$$

preserves the lattice $\mathbb Z^2$ and agrees with the identity modulo 3, but its $k$-th power has upper right entry $3k$, so it never returns to the identity.

The translation parts of space-group operations are absent; the theorems concern the linear parts alone. As a test of which rotation orders a lattice allows, the divisibility rule is weaker than the crystallographic restriction. Since neither 48 nor 11232 is divisible by 5 or 7, it excludes fivefold and sevenfold rotations in two and three dimensions. It does not exclude an eightfold rotation in the plane, because 8 divides 48, although no planar lattice has one.

## Divisibility outruns growth

Write $D=M-I$ for the deviation from the identity. The first half of the argument shows that some power of $D$ vanishes.

Because $M^k=I$, the power $M^i$ depends only on the remainder of $i$ on division by $k$. Only $k$ different exponents matter, and the number

$$C=\sum_{r=0}^{k-1}\sum_{a,b}\left|(M^r)_{ab}\right|$$

bounds every entry of every power of $M$. This is `powers_bounded`. Its `hmod` reduces the exponent, and three uses of `Finset.single_le_sum` bound one entry by its row sum, the row sum by the sum over the matrix, and that by the sum over a period.

Next, the entries of $D^j$ grow at most like $2^j$. The claim that passes through an induction is slightly stronger: for all $i$, the entries of $D^jM^i$ are at most $2^jC$ in absolute value. For $j=0$ this is the bound just found. For the step, use

$$D^{j+1}M^i=D^j(M-I)M^i=D^jM^{i+1}-D^jM^i.$$

Both terms on the right have entries bounded by $2^jC$, so their difference is bounded by $2^{j+1}C$. In `deviation_growth` this identity is `e`, the two bounds are `h1` and `h2`, and `linarith` adds them after the absolute values have been unfolded into pairs of inequalities. The extra factor $M^i$ is there because the step for exponent $i$ needs the earlier bound at $i+1$ as well.

Now divisibility enters. Since $m$ divides every entry of $D$, there is an integer matrix $N$ with $D=mN$, and therefore $D^j=m^jN^j$. Choose $j$ so large that $(3/2)^j>C$, which means $3^j>2^jC$. If some entry $(N^j)_{ab}$ were nonzero, it would have absolute value at least 1, and then

$$3^j\le m^j\le\left|(D^j)_{ab}\right|\le 2^jC<3^j,$$

a contradiction. Hence every entry of $N^j$ is zero, and $D^j=0$.

This is `deviation_nilpotent`. The command `choose` collects the quotients into `N`, and `pow_unbounded_of_one_lt` supplies the exponent `j`, working with rational numbers because of the ratio $3/2$. The bound from `deviation_growth` is used at $i=0$, and the last `linarith` closes the displayed chain.

For $m=2$ the two rates are equal and the contradiction disappears. Inversion realises this case: its deviation is $-2I$, whose $j$-th power $(-2)^jI$ has diagonal entries of absolute value exactly $2^j$.

## No shear has finite order

A matrix whose deviation $D$ has a vanishing power is called unipotent; the shear above is an example. The second half shows that a unipotent matrix of finite order is the identity.

Suppose $D^{j+2}=0$ for some $j\ge 0$. Then

$$MD^{j+1}=(I+D)D^{j+1}=D^{j+1}+D^{j+2}=D^{j+1},$$

so $M$ leaves $D^{j+1}$ unchanged, and so does every power $M^i$. Let $S=\sum_{i=0}^{k-1}M^i$ be the sum over one period. Multiplying each term by $D^{j+1}$ gives

$$SD^{j+1}=kD^{j+1}.$$

On the other hand, the geometric sum telescopes:

$$SD=\sum_{i=0}^{k-1}\left(M^{i+1}-M^i\right)=M^k-I=0,$$

and hence $SD^{j+1}=(SD)D^j=0$. The two results together give $kD^{j+1}=0$. Since $k\ge 1$ and the entries are integers, $D^{j+1}=0$. The vanishing exponent has dropped from $j+2$ to $j+1$. Repeating the step brings it down to 1, where it reads $D=0$, that is, $M=I$.

In `eq_one_of_unipotent` the descent is the induction inside `key`. There `hfix` and `hpow` say that $M$ and its powers fix $D^{j+1}$, while `hsum` and `hzero` are the two evaluations of $SD^{j+1}$, the second through Mathlib's `geom_sum_mul`. The factor $k$ is then cancelled entry by entry. The last line multiplies the given equation $D^j=0$ by $D$ once more, so that the descent starts from a positive exponent even if the given one was zero.

Joining the two halves gives `eq_one_of_congruent` in two lines.

## From the kernel to the group order

A group homomorphism is injective exactly when only the identity is sent to the identity. Let $g$ be an element of a finite group $G$ whose reduction modulo $m$ is the identity. Then $g^{|G|}=I$, so $g$ has finite order, and every entry of $g-I$ is divisible by $m$. The matrix theorem gives $g=I$.

The proof of `reduceMod_injective` follows this closely. It takes `Nat.card G` as the exponent $k$, and `h` records the agreement of the entries in `ZMod m`. The lemma `CharP.intCast_eq_zero_iff` turns a vanishing residue into divisibility, with diagonal and off-diagonal entries treated separately.

For $m=3$ the residues form a field $\mathbb F_3$, and the invertible matrices over it can be counted column by column. After $i$ linearly independent columns have been chosen, the next may be any of the $3^d$ vectors outside their span, which contains $3^i$ vectors. This leaves $3^d-3^i$ choices, and multiplying over $i=0,\dots,d-1$ gives the product above. Injectivity makes $G$ a copy of a subgroup of this finite group, and by Lagrange's theorem its order divides the total. In `pointGroup_order_dvd` the count comes from `Matrix.card_GL_field`, and the divisibility from `Subgroup.card_dvd_of_injective`.

## Residues as keys for symmetry operations

Electronic-structure programs apply point-group operations to reduce the set of wave vectors at which a periodic crystal is computed, and for the exact integer matrices of one finite group the theorem allows each operation to be labelled by its residues modulo 3. Reading the nine residues of a $3\times3$ matrix as base-3 digits gives an integer between 0 and 19682. Products can be formed from the residues alone, so a multiplication table can be built and looked up with these keys.

If all entries lie in $\{-1,0,1\}$, the residues obviously determine the matrix. The theorem matters in a skewed basis, where entries can be larger. For example,

$$R=\begin{pmatrix}2&-5\\1&-2\end{pmatrix}$$

satisfies $R^2=-I$ and is a fourfold rotation in such a basis. Read row by row, the residues of $I,R,-I,-R$ give the keys 28, 67, 56 and 53, all different. Modulo 2, $R$ and $-R$ would share a key, as would $I$ and $-I$.

The keys separate operations within one finite group. Matrices taken from different groups, or from the same group written in different bases, can share a key without being equal.
